# If all off-diagonal entries of a real symmetric matrix are nonpositive, deleting symmetric pairs of them never lowers the ground energy

A matrix that has lost some off-diagonal entries need not be symmetric any more, so "lowest eigenvalue" needs a meaning that applies to any real square matrix. Here an energy is a real eigenvalue with a nonzero real eigenvector, and the ground energy is the least energy, if there is one. Truncation is the deletion of a fixed list of off-diagonal entries.

In projector Monte Carlo methods that use spawning in a discrete basis, off-diagonal entries $H_{ij}$ drive the spawning of walkers from one basis state to another. For a finite real symmetric $H$ with nonpositive off-diagonal entries, forbidding a fixed symmetric set of spawning moves can therefore shift the ground energy only upwards; a rule that changes with the walker population is a different model.

## Energies and ground energies

In Lean 4 with Mathlib:

```lean
import Mathlib

open Matrix

namespace TruncatedSpawning

variable {n : Type*} [Fintype n]
```

The type `n` labels the basis states, and `Fintype n` makes the basis finite.

```lean
/-- The real number `e` is an energy of `H`: a real eigenvalue with a nonzero real eigenvector. -/
def IsEnergy (H : Matrix n n ℝ) (e : ℝ) : Prop :=
  ∃ v : n → ℝ, v ≠ 0 ∧ H *ᵥ v = e • v
```

`Matrix n n ℝ` is the type of real square matrices indexed by the basis. `IsEnergy H e` is the statement that some $v \neq 0$ satisfies $Hv = ev$. The symbol `*ᵥ` applies a matrix to a vector, and `•` multiplies by a scalar.

```lean
/-- The ground energy of `H` is the least of its real eigenvalues. -/
def IsGroundEnergy (H : Matrix n n ℝ) (E : ℝ) : Prop :=
  IsLeast {e | IsEnergy H e} E
```

`IsLeast` says two things: $E$ is itself an energy, and no energy lies below it.

```lean
/-- If an energy `E` of `H` satisfies `E * (x ⬝ᵥ x) ≤ x ⬝ᵥ H *ᵥ x` for every real vector `x`, then
`E` is the ground energy of `H`. -/
theorem isGroundEnergy_of_form {H : Matrix n n ℝ} {E : ℝ} (hE : IsEnergy H E)
    (hform : ∀ x : n → ℝ, E * (x ⬝ᵥ x) ≤ x ⬝ᵥ H *ᵥ x) : IsGroundEnergy H E := by
  refine ⟨hE, ?_⟩
  rintro e ⟨v, hv, h⟩
  have h1 := hform v
  rw [h, dotProduct_smul, smul_eq_mul] at h1
  have hpos : 0 < v ⬝ᵥ v :=
    lt_of_le_of_ne (Finset.sum_nonneg fun i _ => mul_self_nonneg (v i))
      (Ne.symm (mt dotProduct_self_eq_zero.mp hv))
  exact le_of_mul_le_mul_right h1 hpos
```

In a theorem, the hypotheses stand before the last top-level colon, the conclusion follows it, and the proof comes after `:=`. The symbol `⬝ᵥ` is the dot product. The hypothesis `hform` reads $E\,(x\cdot x) \le x\cdot Hx$ for every $x$.

By hand: if $Hv = ev$ with $v \neq 0$, then
$$E\,(v\cdot v) \le v\cdot Hv = e\,(v\cdot v).$$
Since $v\cdot v > 0$, which is `hpos`, division gives $E \le e$. The last line of the proof is that division.

## Replacing a vector by its absolute values

```lean
/-- If `K` has diagonal entries no lower than those of `H`, and off-diagonal entries bounded in
size by `-H i j`, then the expectation of `H` in `|v|` is at most that of `K` in `v`. -/
theorem abs_form_le {H K : Matrix n n ℝ} (hdiag : ∀ i, H i i ≤ K i i)
    (hoff : ∀ i j, i ≠ j → |K i j| ≤ -H i j) (v : n → ℝ) :
    (fun i => |v i|) ⬝ᵥ H *ᵥ (fun i => |v i|) ≤ v ⬝ᵥ K *ᵥ v := by
  simp only [dotProduct, Matrix.mulVec, Finset.mul_sum]
  refine Finset.sum_le_sum fun i _ => Finset.sum_le_sum fun j _ => ?_
  by_cases hij : i = j
  · subst hij
    have h1 : |v i| * (H i i * |v i|) = H i i * (v i * v i) := by
      rw [← abs_mul_abs_self (v i)]; ring
    have h2 := mul_le_mul_of_nonneg_right (hdiag i) (mul_self_nonneg (v i))
    rw [h1]
    linarith
  · -- the worst sign of the term in `K` is the sign that `H` always has
    have h1 := neg_abs_le (v i * (K i j * v j))
    rw [abs_mul, abs_mul] at h1
    have h2 := mul_le_mul_of_nonneg_right (hoff i j hij)
      (mul_nonneg (abs_nonneg (v i)) (abs_nonneg (v j)))
    linarith
```

The matrix $K$ is compared with $H$ under two conditions: $H_{ii} \le K_{ii}$, and $|K_{ij}| \le -H_{ij}$ for $i \neq j$. The second forces $H_{ij} \le 0$. Write $|v|$ for the vector with components $|v_i|$. The claim is $|v|\cdot H|v| \le v\cdot Kv$, and it holds term by term in the double sum. On the diagonal,
$$H_{ii}\,v_i^2 \le K_{ii}\,v_i^2.$$
Off the diagonal,
$$|v_i|\,H_{ij}\,|v_j| \le -|K_{ij}|\,|v_i|\,|v_j| \le v_i K_{ij} v_j.$$
`Finset.sum_le_sum` reduces the claim to single terms, `by_cases` separates the two cases, and `linarith` combines the inequalities.

## Existence and the variational principle

```lean
variable [DecidableEq n]

/-- Each eigenvalue supplied by the spectral theorem is an energy. -/
theorem isEnergy_eigenvalues {M : Matrix n n ℝ} (hM : M.IsHermitian) (i : n) :
    IsEnergy M (hM.eigenvalues i) := by
  refine ⟨(hM.eigenvectorBasis i).ofLp, fun h0 => ?_, hM.mulVec_eigenvectorBasis i⟩
  apply hM.eigenvectorBasis.orthonormal.ne_zero i
  ext k
  exact congrFun h0 k
```

For a real matrix, `IsHermitian` means symmetric. Mathlib's spectral theorem supplies an orthonormal basis of eigenvectors. Its members are nonzero, so each listed eigenvalue is an energy in the sense above.

```lean
/-- A real symmetric matrix on a nonempty finite basis has a ground energy. -/
theorem exists_groundEnergy [Nonempty n] {H : Matrix n n ℝ} (hH : H.IsSymm) :
    ∃ E, IsGroundEnergy H E := by
  have hM : H.IsHermitian := by
    rw [Matrix.IsHermitian, conjTranspose_eq_transpose_of_trivial, hH.eq]
  -- energies are roots of the characteristic polynomial
  have hfin : {e | IsEnergy H e}.Finite := by
    refine (Polynomial.finite_setOfPred_isRoot H.charpoly_monic.ne_zero).subset ?_
    rintro e ⟨v, hv, h⟩
    change H.charpoly.eval e = 0
    rw [Matrix.eval_charpoly]
    refine Matrix.exists_mulVec_eq_zero_iff.mp ⟨v, hv, ?_⟩
    rw [Matrix.sub_mulVec, h]
    ext i
    simp [Matrix.scalar_apply]
  obtain ⟨E, hE, hmin⟩ := Set.exists_min_image _ id hfin
    ⟨_, isEnergy_eigenvalues hM (Classical.arbitrary n)⟩
  exact ⟨E, hE, fun e he => hmin e he⟩
```

If $Hv = ev$ with $v \neq 0$, then $e\mathbb{1} - H$ is singular, so $\det(e\mathbb{1} - H) = 0$. Energies are thus roots of a nonzero polynomial, and there are finitely many (`hfin`). On a nonempty basis the previous lemma provides at least one. A finite nonempty set of real numbers has a least element, and this is the ground energy.

```lean
/-- Variational principle: for a real symmetric matrix `H` with ground energy `E`, the quadratic
form `x ⬝ᵥ H *ᵥ x` of any real vector `x` is at least `E` times the squared norm of `x`. -/
theorem variational_principle {H : Matrix n n ℝ} (hH : H.IsSymm) {E : ℝ}
    (hE : IsGroundEnergy H E) (x : n → ℝ) : E * (x ⬝ᵥ x) ≤ x ⬝ᵥ H *ᵥ x := by
  have hM : (H - E • (1 : Matrix n n ℝ)).IsHermitian := by
    rw [Matrix.IsHermitian, conjTranspose_eq_transpose_of_trivial, transpose_sub,
      transpose_smul, transpose_one, hH.eq]
  -- the shifted matrix has no negative eigenvalue
  have hpsd := hM.posSemidef_iff_eigenvalues_nonneg.mpr (fun i => by
    obtain ⟨v, hv, h⟩ := isEnergy_eigenvalues hM i
    rw [sub_mulVec, smul_mulVec, one_mulVec] at h
    have hle : E ≤ hM.eigenvalues i + E :=
      hE.2 ⟨v, hv, by rw [add_smul, ← h, sub_add_cancel]⟩
    change 0 ≤ hM.eigenvalues i
    linarith)
  have h := hpsd.dotProduct_mulVec_nonneg x
  rw [star_trivial, sub_mulVec, smul_mulVec, one_mulVec, dotProduct_sub, dotProduct_smul,
    smul_eq_mul] at h
  linarith
```

This is the usual variational bound, written without dividing by the squared norm $x\cdot x$. Put $A = H - E\mathbb{1}$. If $Au = \lambda u$ with $u \neq 0$, then $Hu = (\lambda + E)u$, so $\lambda + E \ge E$ and $\lambda \ge 0$. Expanding $x = \sum_k c_k u_k$ in orthonormal eigenvectors of $A$, with eigenvalues $\lambda_k$, gives
$$x\cdot Hx - E\,(x\cdot x) = x\cdot Ax = \sum_k \lambda_k c_k^2 \ge 0.$$
In the code, `hpsd` records that $A$ is positive semidefinite, and Mathlib supplies the step from nonnegative eigenvalues to a nonnegative quadratic form.

## Comparing two matrices

```lean
/-- Let `H` be real symmetric with ground energy `E`. If `K` has diagonal entries no lower than
those of `H` and off-diagonal entries with `|K i j| ≤ -H i j`, every real eigenvalue of `K` is at
least `E`. -/
theorem groundEnergy_le_of_dominated {H K : Matrix n n ℝ} (hH : H.IsSymm) {E e : ℝ}
    (hE : IsGroundEnergy H E) (hdiag : ∀ i, H i i ≤ K i i)
    (hoff : ∀ i j, i ≠ j → |K i j| ≤ -H i j) (he : IsEnergy K e) : E ≤ e := by
  obtain ⟨v, hv, h⟩ := he
  -- use `|v|` as a trial vector for `H`
  have h1 := variational_principle hH hE (fun i => |v i|)
  have h2 := abs_form_le hdiag hoff v
  have habs : (fun i => |v i|) ⬝ᵥ (fun i => |v i|) = v ⬝ᵥ v := by
    simp only [dotProduct, abs_mul_abs_self]
  rw [h, dotProduct_smul, smul_eq_mul] at h2
  rw [habs] at h1
  have hpos : 0 < v ⬝ᵥ v :=
    lt_of_le_of_ne (Finset.sum_nonneg fun i _ => mul_self_nonneg (v i))
      (Ne.symm (mt dotProduct_self_eq_zero.mp hv))
  exact le_of_mul_le_mul_right (h1.trans h2) hpos
```

Let $Kv = ev$ with $v \neq 0$. Taking absolute values leaves the norm unchanged (`habs`), so
$$E\,(v\cdot v) = E\,(|v|\cdot|v|) \le |v|\cdot H|v| \le v\cdot Kv = e\,(v\cdot v).$$
The first inequality is the variational principle (`h1`), and the second is the comparison of absolute values (`h2`). Dividing by $v\cdot v > 0$ gives $E \le e$. The proof uses the symmetry of $H$, through the variational principle, and assumes no symmetry of $K$.

## Truncation

```lean
/-- Truncated spawning: the off-diagonal entries of `H` listed in `S` are set to zero, and all
other entries are kept. -/
def truncate (H : Matrix n n ℝ) (S : Finset (n × n)) : Matrix n n ℝ :=
  Matrix.of fun i j => if i ≠ j ∧ (i, j) ∈ S then 0 else H i j
```

`S` is a finite set of ordered index pairs. An entry becomes zero if it is off-diagonal and its pair is in `S`. The diagonal always survives, even if `S` lists some of it.

```lean
/-- Let `H` be real symmetric with nonpositive off-diagonal entries. After deletion of any set of
off-diagonal entries, symmetric or not, every real eigenvalue is at least the ground energy
of `H`. -/
theorem groundEnergy_le_truncate {H : Matrix n n ℝ} (hH : H.IsSymm)
    (hneg : ∀ i j, i ≠ j → H i j ≤ 0) (S : Finset (n × n)) {E e : ℝ}
    (hE : IsGroundEnergy H E) (he : IsEnergy (truncate H S) e) : E ≤ e := by
  refine groundEnergy_le_of_dominated hH hE (fun i => by simp [truncate]) ?_ he
  intro i j hij
  have h := hneg i j hij
  by_cases hS : (i, j) ∈ S
  · simp [truncate, hij, hS, h]
  · simp [truncate, hij, hS, abs_of_nonpos h]
```

Take $K$ to be the truncated matrix. Its diagonal equals that of $H$. Off the diagonal, $K_{ij}$ is either $0$ or $H_{ij}$, and since $H_{ij} \le 0$, both choices satisfy $|K_{ij}| \le -H_{ij}$. The comparison theorem then applies. The deletion may be one-sided, removing $H_{ij}$ but keeping $H_{ji}$; the truncated matrix may then also have complex eigenvalues, which the theorem does not treat.

```lean
/-- If a real symmetric matrix has a ground energy and nonpositive off-diagonal entries, deleting a
symmetric set of them leaves a matrix whose ground energy exists and is not lower than the original
one. -/
theorem truncation_never_lowers {H : Matrix n n ℝ} (hH : H.IsSymm)
    (hneg : ∀ i j, i ≠ j → H i j ≤ 0) {S : Finset (n × n)}
    (hS : ∀ i j, (i, j) ∈ S → (j, i) ∈ S) {E : ℝ} (hE : IsGroundEnergy H E) :
    ∃ E', IsGroundEnergy (truncate H S) E' ∧ E ≤ E' := by
  obtain ⟨v, hv, _⟩ := hE.1
  obtain ⟨k, _⟩ := Function.ne_iff.mp hv
  have : Nonempty n := ⟨k⟩
  have hT : (truncate H S).IsSymm := by
    refine Matrix.IsSymm.ext fun i j => ?_
    by_cases hij : i = j
    · subst hij; rfl
    · have h : (j, i) ∈ S ↔ (i, j) ∈ S := ⟨hS j i, hS i j⟩
      by_cases hm : (i, j) ∈ S
      · simp [truncate, hij, Ne.symm hij, h, hm]
      · simp [truncate, h, hm, hH.apply i j]
  obtain ⟨E', hE'⟩ := exists_groundEnergy hT
  exact ⟨E', hE', groundEnergy_le_truncate hH hneg S hE hE'.1⟩
```

The hypothesis `hS` says that `S` contains $(j,i)$ whenever it contains $(i,j)$. The truncated matrix is then symmetric (`hT`), so it has a ground energy $E'$, and the previous theorem gives $E \le E'$. The basis is nonempty because $H$ has an eigenvector with a nonzero component.

## Three states with positive couplings

```lean
/-- The three-state matrix with zero diagonal and all other entries `1`. -/
def frustrated : Matrix (Fin 3) (Fin 3) ℝ := !![0, 1, 1; 1, 0, 1; 1, 1, 0]
```

The indices of `Fin 3` are 0, 1 and 2. A positive coupling favours opposite signs on the two states it joins, and three amplitudes cannot all differ in sign pairwise; hence the name `frustrated`.

```lean
/-- The three-state matrix with zero diagonal and all other entries `1` has ground energy `-1`;
deleting the pair of entries between the first and third states gives the lower value `-√2`. -/
theorem truncation_can_lower :
    IsGroundEnergy frustrated (-1) ∧
      IsGroundEnergy (truncate frustrated {(0, 2), (2, 0)}) (-√2) ∧ -√2 < (-1 : ℝ) := by
  have hs : √2 * √2 = (2 : ℝ) := Real.mul_self_sqrt (by norm_num)
  have hT : truncate frustrated {(0, 2), (2, 0)} = !![0, 1, 0; 1, 0, 1; 0, 1, 0] := by
    ext i j
    fin_cases i <;> fin_cases j <;> simp [truncate, frustrated]
  refine ⟨isGroundEnergy_of_form ⟨![1, -1, 0], fun h => ?_, ?_⟩ fun x => ?_, ?_, ?_⟩
  · simpa using congrFun h 0
  · ext i
    fin_cases i <;> simp [frustrated, Matrix.mulVec, dotProduct, Fin.sum_univ_three]
  · have h : x ⬝ᵥ frustrated *ᵥ x = 2 * x 0 * x 1 + 2 * x 1 * x 2 + 2 * x 0 * x 2 := by
      simp [frustrated, Matrix.mulVec, dotProduct, Fin.sum_univ_three]
      ring
    rw [h, dotProduct, Fin.sum_univ_three]
    nlinarith [sq_nonneg (x 0 + x 1 + x 2)]
  · rw [hT]
    refine isGroundEnergy_of_form ⟨![1, -√2, 1], fun h => ?_, ?_⟩ fun x => ?_
    · simpa using congrFun h 0
    · ext i
      fin_cases i <;>
        simp [Matrix.mulVec, dotProduct, Fin.sum_univ_three, hs, one_add_one_eq_two]
    · have h : x ⬝ᵥ !![0, 1, 0; 1, 0, 1; 0, 1, 0] *ᵥ x = 2 * x 0 * x 1 + 2 * x 1 * x 2 := by
        simp [Matrix.mulVec, dotProduct, Fin.sum_univ_three]
        ring
      rw [h, dotProduct, Fin.sum_univ_three]
      -- the difference of the two sides is a sum of squares
      have key : 0 ≤ √2 / 2 * ((√2 * x 0 + x 1) ^ 2 + (√2 * x 2 + x 1) ^ 2) := by positivity
      linear_combination key +
        (√2 / 2 * (x 0 ^ 2 + x 2 ^ 2) + x 1 * (x 0 + x 2)) * hs
  · nlinarith [Real.sqrt_nonneg (2 : ℝ)]

end TruncatedSpawning
```

Call the full matrix $F$ and the truncated one $T$; the deleted entries join states 0 and 2. The normalised vectors
$$\tfrac{1}{\sqrt2}(1,-1,0), \qquad \tfrac12(1,-\sqrt2,1)$$
are eigenvectors of $F$ and $T$ with eigenvalues $-1$ and $-\sqrt2$. The code uses them without the prefactors. No energy lies lower, because
$$x\cdot Fx + x\cdot x = (x_0+x_1+x_2)^2,$$
$$x\cdot Tx + \sqrt2\,x\cdot x = \tfrac{\sqrt2}{2}\left[(\sqrt2\,x_0+x_1)^2 + (\sqrt2\,x_2+x_1)^2\right]$$
are both nonnegative. `isGroundEnergy_of_form` turns each eigenvector and its bound into a ground energy. `fin_cases` splits the eigenvector equations into components, which `simp` checks, while `nlinarith` and `linear_combination` handle the squares.

Deleting one symmetric pair thus lowers the ground energy from $-1$ to $-\sqrt2$, so symmetry of $H$ alone does not suffice for `truncation_never_lowers`.

```lean
#print axioms TruncatedSpawning.truncation_never_lowers
-- 'TruncatedSpawning.truncation_never_lowers' depends on axioms: [propext, Classical.choice, Quot.sound]
#print axioms TruncatedSpawning.truncation_can_lower
-- 'TruncatedSpawning.truncation_can_lower' depends on axioms: [propext, Classical.choice, Quot.sound]
```
